# A zero-free strip for the Fermi denominator and exponential decay of the density matrix in the half-filled chain at T > 0

The analyticity of the Fermi occupation is described here through the zeros of its denominator, not through the poles of the occupation itself. Lean assigns the value 0 to the inverse of 0, so the occupation has a value even at a pole, whereas the denominator is an ordinary function whose zeros can be located exactly.

The system is an infinite half-filled chain of non-interacting electrons with nearest-neighbour hopping t > 0, at temperature T > 0. Boltzmann's constant and the lattice spacing are set to 1. The widest strip around the real k axis without a zero is |Im k| < w, where

w = arsinh(πT/(2t)).

The density-matrix element between two sites n lattice spacings apart then decays at least as fast as exp(−a|n|), for every rate a with 0 ≤ a < w.

## The chain at complex wave number

```lean
import Mathlib

open scoped Real

namespace FermiStrip

noncomputable section
```

This loads the mathematical library Mathlib and makes the symbol `π` available. The names that follow belong to the namespace `FermiStrip`.

```lean
/-- Band energy `-2t cos k` of the nearest-neighbour chain at complex wave number `k`. -/
def bandEnergy (t : ℝ) (k : ℂ) : ℂ := -2 * t * Complex.cos k
```

Read this as a function of a real number t and a complex number k:

ε(k) = −2t cos k.

The type `ℂ` of `k` is what allows us to leave the real Brillouin zone. The lattice spacing is 1.

```lean
/-- Fermi denominator `1 + exp(ε(k)/T)` at half filling, for temperature `T ≠ 0`. -/
def fermiDenom (t T : ℝ) (k : ℂ) : ℂ := 1 + Complex.exp (bandEnergy t k / T)
```

The Fermi denominator, written D(k) below, is

D(k) = 1 + exp(ε(k)/T).

Two conventions are fixed here. Temperature is measured in energy units, so Boltzmann's constant is 1, and the chemical potential is zero, which for this symmetric band means half filling.

```lean
/-- The width `arsinh(πT/(2t))`, for hopping `t ≠ 0`. -/
def stripWidth (t T : ℝ) : ℝ := Real.arsinh (π * T / (2 * t))
```

This is the number w from the introduction. At this point it is only a name for a formula; that it is the half-width of the widest zero-free strip is proved later.

```lean
/-- Fermi occupation at complex wave number, where the Fermi denominator is nonzero. -/
def occupation (t T : ℝ) (k : ℂ) : ℂ := (fermiDenom t T k)⁻¹
```

The occupation is f(k) = 1/D(k). On the real axis it is the usual Fermi function.

```lean
/-- Occupation times the Bloch phase `exp(ikn)`, where the Fermi denominator is nonzero. -/
def blochIntegrand (t T : ℝ) (n : ℤ) (k : ℂ) : ℂ :=
  occupation t T k * Complex.exp (Complex.I * n * k)
```

For an integer n, this multiplies the occupation by the Bloch phase:

g(k) = f(k) exp(ikn).

```lean
/-- Density-matrix element for signed site separation `n` and `T > 0`, as an integral over the
Brillouin zone. -/
def densityMatrix (t T : ℝ) (n : ℤ) : ℂ :=
  ((2 * π)⁻¹ : ℝ) • ∫ x in (0 : ℝ)..(2 * π), blochIntegrand t T n x
```

The density-matrix element between two sites separated by n lattice spacings is

ρ(n) = (1/2π) ∫ f(x) exp(ixn) dx, with x from 0 to 2π.

The sign `•` multiplies the complex integral by a real number. The type `ℤ` lets n be negative, for separations to the left.

A ring of N sites would be another model. Its integral would become a sum over N wave numbers, and its matrix element would be the sum of ρ(n + jN) over all integers j. An estimate would have to include these periodic images.

## Zeros at the Matsubara frequencies

```lean
/-- The Fermi denominator vanishes exactly where the band energy equals `i(2m+1)πT`,
a fermionic Matsubara frequency. -/
theorem fermiDenom_eq_zero_iff {t T : ℝ} (hT : 0 < T) (k : ℂ) :
    fermiDenom t T k = 0 ↔
      ∃ m : ℤ, bandEnergy t k = (((2 * (m : ℝ) + 1) * π * T : ℝ) : ℂ) * Complex.I := by
  have hT' : (T : ℂ) ≠ 0 := by exact_mod_cast hT.ne'
  have key : fermiDenom t T k = 0 ↔
      Complex.exp (bandEnergy t k / T) = Complex.exp (π * Complex.I) := by
    rw [Complex.exp_pi_mul_I, fermiDenom]
    constructor <;> intro h <;> linear_combination h
  rw [key, Complex.exp_eq_exp_iff_exists_int]
  refine exists_congr fun m => ?_
  rw [div_eq_iff hT']
  push_cast
  constructor <;> intro h <;> linear_combination h
```

In the theorems here, the variables and hypotheses stand in brackets after the theorem's name, and the claim follows the first colon outside these brackets. Here `hT` is the hypothesis T > 0, and the claim is that D(k) = 0 exactly when some integer m satisfies

ε(k) = i(2m+1)πT.

By hand, D(k) = 0 means exp(ε(k)/T) = −1 = exp(iπ). Two exponentials agree exactly when their exponents differ by a multiple of 2πi, so

ε(k)/T = iπ + 2πim,

and multiplying by T gives the claim. In the proof, `key` is the first of these steps and `Complex.exp_eq_exp_iff_exists_int` supplies the integer. The tactic `linear_combination h` then checks that the equation wanted follows from the equation `h` by algebra.

```lean
/-- Imaginary part of the band energy at complex wave number. -/
theorem bandEnergy_im (t : ℝ) (k : ℂ) :
    (bandEnergy t k).im = 2 * t * (Real.sin k.re * Real.sinh k.im) := by
  have h : bandEnergy t k = ((-2 * t * (Real.cos k.re * Real.cosh k.im) : ℝ) : ℂ)
      + ((2 * t * (Real.sin k.re * Real.sinh k.im) : ℝ) : ℂ) * Complex.I := by
    rw [bandEnergy, Complex.cos_eq]
    push_cast
    ring
  rw [h]
  simp only [Complex.add_im, Complex.mul_im, Complex.ofReal_re, Complex.ofReal_im,
    Complex.I_re, Complex.I_im]
  ring
```

Write k = x + iy with x and y real; Lean calls them `k.re` and `k.im`. The addition formula for the cosine gives

cos(x + iy) = cos x cosh y − i sin x sinh y,

and multiplying by −2t gives

Im ε(k) = 2t sin x sinh y.

The proof writes ε(k) as a real part plus i times a real number and reads off the latter.

```lean
/-- The Fermi denominator has no zero in the strip `|Im k| < arsinh(πT/(2t))`. -/
theorem fermiDenom_ne_zero {t T : ℝ} (ht : 0 < t) (hT : 0 < T) {k : ℂ}
    (hk : |k.im| < stripWidth t T) : fermiDenom t T k ≠ 0 := by
  intro h0
  obtain ⟨m, hm⟩ := (fermiDenom_eq_zero_iff hT k).1 h0
  have him : 2 * t * (Real.sin k.re * Real.sinh k.im) = (2 * (m : ℝ) + 1) * π * T := by
    rw [← bandEnergy_im, hm]
    simp only [Complex.mul_im, Complex.ofReal_re, Complex.ofReal_im,
      Complex.I_re, Complex.I_im]
    ring
  have hs : |Real.sinh k.im| < π * T / (2 * t) := by
    rw [Real.abs_sinh, ← Real.sinh_arsinh (π * T / (2 * t))]
    exact Real.sinh_lt_sinh.2 hk
  rw [lt_div_iff₀ (by positivity)] at hs
  -- an odd integer has modulus at least one
  have hodd : (1 : ℝ) ≤ |2 * (m : ℝ) + 1| := by
    have h : (1 : ℤ) ≤ |2 * m + 1| := Int.one_le_abs (by omega)
    exact_mod_cast h
  have hpT : 0 < π * T := by positivity
  have : π * T < π * T := calc
    π * T ≤ |2 * (m : ℝ) + 1| * (π * T) := le_mul_of_one_le_left hpT.le hodd
    _ = |(2 * (m : ℝ) + 1) * π * T| := by rw [mul_assoc, abs_mul, abs_of_pos hpT]
    _ = |2 * t * (Real.sin k.re * Real.sinh k.im)| := by rw [him]
    _ = 2 * t * (|Real.sin k.re| * |Real.sinh k.im|) := by
      rw [abs_mul, abs_mul (Real.sin _), abs_of_pos (show 0 < 2 * t by positivity)]
    _ ≤ 2 * t * (1 * |Real.sinh k.im|) := by
      gcongr
      exact Real.abs_sin_le_one _
    _ < π * T := by linarith
  exact lt_irrefl _ this
```

This is the first half of the result: if |y| < w, then D(k) ≠ 0. Suppose that D(k) = 0. By the previous two theorems there is an integer m with

2t sin x sinh y = (2m+1)πT.

An odd integer has modulus at least 1, and |sin x| ≤ 1. Since |sinh y| = sinh |y| and sinh is increasing, |sinh y| < sinh w = πT/(2t). Therefore

πT ≤ |2m+1| πT = 2t |sin x| |sinh y| ≤ 2t |sinh y| < πT,

which is impossible. The `calc` block is this chain, line by line. Its ingredients are `him` for the equation, `hodd` for the odd integer and `hs` for the bound on sinh.

```lean
/-- The Fermi denominator vanishes at `k = π/2 + i arsinh(πT/(2t))`. -/
theorem fermiDenom_edge {t T : ℝ} (ht : 0 < t) (hT : 0 < T) :
    fermiDenom t T (π / 2 + stripWidth t T * Complex.I) = 0 := by
  have hs : 2 * t * Real.sinh (stripWidth t T) = π * T := by
    rw [stripWidth, Real.sinh_arsinh]
    field_simp
  have hc : 2 * (t : ℂ) * Complex.sinh (stripWidth t T) = π * T := by exact_mod_cast hs
  refine (fermiDenom_eq_zero_iff hT _).2 ⟨0, ?_⟩
  rw [bandEnergy, Complex.cos_add, Complex.cos_pi_div_two, Complex.sin_pi_div_two,
    Complex.sin_mul_I]
  push_cast
  linear_combination Complex.I * hc
```

The second half is a direct evaluation at k = π/2 + iw:

cos(π/2 + iw) = −sin(iw) = −i sinh w,

ε(k) = 2ti sinh w = iπT.

This is the Matsubara frequency with m = 0, so the denominator vanishes. The `0` in `⟨0, ?_⟩` is this choice of m, and the rest of the proof is the evaluation above.

```lean
/-- A strip `|Im k| < a` is free of zeros of the Fermi denominator if and only if
`a ≤ arsinh(πT/(2t))`. -/
theorem zero_free_strip_iff {t T : ℝ} (ht : 0 < t) (hT : 0 < T) (a : ℝ) :
    (∀ k : ℂ, |k.im| < a → fermiDenom t T k ≠ 0) ↔ a ≤ stripWidth t T := by
  constructor
  · intro h
    by_contra hlt
    have hw : 0 ≤ stripWidth t T := Real.arsinh_nonneg_iff.2 (by positivity)
    refine h (π / 2 + stripWidth t T * Complex.I) ?_ (fermiDenom_edge ht hT)
    have him : ((π : ℂ) / 2 + stripWidth t T * Complex.I).im = stripWidth t T := by simp
    rw [him, abs_of_nonneg hw]
    exact not_le.1 hlt
  · intro h k hk
    exact fermiDenom_ne_zero ht hT (hk.trans_le h)
```

Both halves combine into one equivalence: the strip |Im k| < a contains no zero if and only if a ≤ w. If a ≤ w, every point of the strip also satisfies |Im k| < w, and the first half applies. If a > w, the strip contains the zero at π/2 + iw. The proof treats this second case by contradiction, with `by_contra`.

## Moving the Brillouin-zone integral off the real axis

```lean
/-- The Fermi denominator is complex differentiable at every wave number. -/
theorem fermiDenom_differentiable (t T : ℝ) : Differentiable ℂ (fermiDenom t T) :=
  ((Complex.differentiable_cos.const_mul (-2 * t : ℂ)).div_const (T : ℂ)).cexp.const_add 1
```

D is built from the cosine, the exponential, multiplication by constants and addition of a constant, so it is differentiable in the whole complex plane. Hence f = 1/D is differentiable wherever D is nonzero, in particular in the strip |Im k| < w.

```lean
/-- The Brillouin-zone integral may be moved to the line `Im k = a` inside the strip. -/
theorem contour_shift {t T a : ℝ} (ht : 0 < t) (hT : 0 < T) (ha : |a| < stripWidth t T)
    (n : ℤ) : ∫ x in (0 : ℝ)..(2 * π), blochIntegrand t T n x =
      ∫ x in (0 : ℝ)..(2 * π), blochIntegrand t T n (x + a * Complex.I) := by
  have hp : ∀ k : ℂ, blochIntegrand t T n (k + 2 * π) = blochIntegrand t T n k := by
    intro k
    unfold blochIntegrand occupation fermiDenom bandEnergy
    rw [Complex.cos_add_two_pi, show Complex.I * n * (k + 2 * π) =
      Complex.I * n * k + n * (2 * π * Complex.I) by ring, Complex.exp_add,
      Complex.exp_int_mul_two_pi_mul_I, mul_one]
  have per : ∀ y : ℝ, blochIntegrand t T n (((2 * π : ℝ) : ℂ) + y * Complex.I) =
      blochIntegrand t T n (((0 : ℝ) : ℂ) + y * Complex.I) := by
    intro y
    rw [← hp (((0 : ℝ) : ℂ) + y * Complex.I)]
    congr 1
    push_cast
    ring
  -- Cauchy's theorem on the rectangle; the vertical sides cancel by periodicity
  have h := Complex.integral_boundary_rect_eq_zero_of_differentiableOn
    (blochIntegrand t T n) ⟨0, 0⟩ ⟨2 * π, a⟩ (by
      intro k hk
      have hk2 : k.im ∈ Set.uIcc (0 : ℝ) a := (Complex.mem_reProdIm.1 hk).2
      have hks : |k.im| < stripWidth t T := by
        rw [abs_lt] at ha ⊢
        rcases Set.mem_uIcc.1 hk2 with ⟨h1, h2⟩ | ⟨h1, h2⟩ <;> constructor <;> linarith
      have he : Differentiable ℂ (fun z : ℂ => Complex.exp (Complex.I * n * z)) := by
        fun_prop
      have ho : DifferentiableAt ℂ (occupation t T) k :=
        (fermiDenom_differentiable t T k).inv (fermiDenom_ne_zero ht hT hks)
      exact (ho.mul (he k)).differentiableWithinAt)
  dsimp only at h
  simp only [per, Complex.ofReal_zero, zero_mul, add_zero, smul_eq_mul] at h
  linear_combination h
```

For real a with |a| < w, the integral of g over the real Brillouin zone equals the integral along the line Im k = a. Take the rectangle with corners 0, 2π, 2π + ia and ia. It lies in the strip, so g is differentiable on it and Cauchy's theorem gives

∫ g(x) dx − ∫ g(x + ia) dx + i ∫ g(2π + iy) dy − i ∫ g(iy) dy = 0,

with x running from 0 to 2π and y from 0 to a. The cosine has period 2π, and exp(2πin) = 1 because n is an integer, so g(k + 2π) = g(k). The last two integrals cancel, which leaves the claim.

In Lean, `hp` is the periodicity, `per` applies it to the vertical sides, and `h` is Cauchy's theorem. The number a may be negative, in which case the line lies below the real axis.

## Exponential decay with distance

```lean
/-- For each `a` with `|a| < arsinh(πT/(2t))`, the density-matrix elements are bounded by
a constant times `exp(-an)`. -/
theorem densityMatrix_bound {t T a : ℝ} (ht : 0 < t) (hT : 0 < T)
    (ha : |a| < stripWidth t T) :
    ∃ C : ℝ, ∀ n : ℤ, ‖densityMatrix t T n‖ ≤ C * Real.exp (-a * n) := by
  have hc : Continuous (fun x : ℝ => occupation t T (x + a * Complex.I)) := by
    refine Continuous.inv₀ ((fermiDenom_differentiable t T).continuous.comp
      (by fun_prop : Continuous fun x : ℝ => (x : ℂ) + a * Complex.I)) fun x => ?_
    exact fermiDenom_ne_zero ht hT (by simpa using ha)
  obtain ⟨M, hM⟩ := (isCompact_uIcc (a := (0 : ℝ)) (b := 2 * π)).exists_bound_of_continuousOn
    hc.continuousOn
  refine ⟨M, fun n => ?_⟩
  have hb : ∀ x ∈ Set.uIoc (0 : ℝ) (2 * π),
      ‖blochIntegrand t T n (x + a * Complex.I)‖ ≤ M * Real.exp (-a * n) := by
    intro x hx
    have hre : (Complex.I * n * (x + a * Complex.I)).re = -a * n := by
      simp
      ring
    rw [blochIntegrand, norm_mul, Complex.norm_exp, hre]
    exact mul_le_mul_of_nonneg_right (hM x (Set.uIoc_subset_uIcc hx)) (Real.exp_pos _).le
  have hi := intervalIntegral.norm_integral_le_of_norm_le_const hb
  rw [sub_zero, abs_of_pos Real.two_pi_pos] at hi
  rw [densityMatrix, contour_shift ht hT ha, norm_smul,
    Real.norm_of_nonneg (show 0 ≤ (2 * π)⁻¹ by positivity),
    inv_mul_le_iff₀ Real.two_pi_pos]
  linarith
```

On the shifted line the Bloch phase has modulus

|exp(in(x + ia))| = exp(−an).

The occupation f(x + ia) is continuous in x, so on the closed interval from 0 to 2π its modulus is bounded by some M. The integrand is therefore at most M exp(−an), the interval has length 2π, and the prefactor 1/2π cancels that length:

|ρ(n)| ≤ M exp(−an).

The proof obtains continuity as `hc`, the bound M as `hM`, the estimate of the integrand as `hb` and that of the integral as `hi`. M may depend on t, T and a, but not on n.

```lean
/-- The density matrix decays at least as fast as `exp(-a|n|)` with distance, for every
rate `0 ≤ a < arsinh(πT/(2t))`. -/
theorem densityMatrix_decay {t T a : ℝ} (ht : 0 < t) (hT : 0 < T) (ha0 : 0 ≤ a)
    (ha : a < stripWidth t T) :
    ∃ C : ℝ, ∀ n : ℤ, ‖densityMatrix t T n‖ ≤ C * Real.exp (-a * |(n : ℝ)|) := by
  obtain ⟨C, hC⟩ := densityMatrix_bound ht hT (a := a) (by rwa [abs_of_nonneg ha0])
  obtain ⟨D, hD⟩ := densityMatrix_bound ht hT (a := -a) (by rwa [abs_neg, abs_of_nonneg ha0])
  refine ⟨max C D, fun n => ?_⟩
  -- shift upwards for `n ≥ 0` and downwards for `n ≤ 0`
  rcases le_total 0 (n : ℝ) with hn | hn
  · rw [abs_of_nonneg hn]
    exact (hC n).trans (mul_le_mul_of_nonneg_right (le_max_left C D) (Real.exp_pos _).le)
  · rw [abs_of_nonpos hn, show -a * -(n : ℝ) = -(-a) * n by ring]
    exact (hD n).trans (mul_le_mul_of_nonneg_right (le_max_right C D) (Real.exp_pos _).le)

end

end FermiStrip
```

For 0 ≤ a < w there is a constant C such that, for all integers n,

|ρ(n)| ≤ C exp(−a|n|).

For n ≥ 0, the previous theorem with a gives exp(−an) = exp(−a|n|). For n ≤ 0, the same theorem with −a gives exp(an), which is again exp(−a|n|). C is the larger of the two constants, `max C D` in the code, where `D` is a number and not the Fermi denominator.

The order of "there is a C" and "for all n" carries the content. If the two were swapped, C could be chosen separately for each n, and the statement would be true of any function ρ whatever. In Lean the difference is only whether `∃ C : ℝ` stands before or after `∀ n : ℤ`, and Lean accepts both as well-formed statements.

The rate a can be taken as close to w as desired, but a = w is not included. The bound M in the proof grows without limit as a approaches w, because the shifted line then approaches a zero of the Fermi denominator. This is a limit of the method and doesn't show that the smallest possible C grows. The theorem is an upper bound; it doesn't say that the decay is no faster.

For this non-interacting one-band chain at T > 0, the bound supports the truncation of the density matrix at finite distance on which many linear-scaling methods rely. When T is much smaller than t, w is close to πT/(2t), so the decay length 1/w associated with the strip grows like 1/T on cooling.

```lean
#print axioms FermiStrip.zero_free_strip_iff
#print axioms FermiStrip.densityMatrix_decay
```

```
'FermiStrip.zero_free_strip_iff' depends on axioms: [propext, Classical.choice, Quot.sound]
'FermiStrip.densityMatrix_decay' depends on axioms: [propext, Classical.choice, Quot.sound]
```
